# For a fixed finite distribution, the single-point Berry-phase position has a leading error of $-(2\pi)^2k_3/(6L^2)$

An electron sits in a periodic cell of length $L$, and I want its mean position. The coordinate $x$ jumps at the cell boundary, so I use a function that respects the periodicity. If the electron is found at $x_j$ with probability $p_j$, I average $e^{2\pi i x_j/L}$ and read off its phase what is called the single-point Berry-phase position:

$$X(L)=\frac{L}{2\pi}\arg\sum_j p_j\,e^{2\pi i x_j/L}.$$

As the cell grows with the distribution held fixed, $X(L)$ should approach the ordinary mean. I have seen it said that the error falls off as $1/L^2$ and that its coefficient comes from the skewness of the distribution. Is that right, including the sign and the prefactor? I would like a proof that deals properly with the branch cut of the argument, and I would like it checked in Lean.

## The error comes from the cubic term of the sine

Yes, for finitely many positions and weights that do not change with $L$. Write $m=\sum_j p_jx_j$ for the mean and $k_3=\sum_j p_j(x_j-m)^3$ for the third central moment. Then

$$L^2\,(X(L)-m)\longrightarrow-\frac{(2\pi)^2k_3}{6}\qquad(L\to\infty).$$

If $k_3\neq0$, the error is therefore of order $1/L^2$; if $k_3=0$, it vanishes faster.

To derive this, set $t=2\pi/L$, so that $t\to0$ from above, and let $z(t)=\sum_j p_je^{itx_j}$. Then $X(L)=\arg z(t)/t$. Measure positions from the mean, $d_j=x_j-m$, and pull out the common phase:

$$z(t)=e^{itm}\,w(t),\qquad w(t)=\sum_j p_j e^{itd_j}.$$

Since the weights sum to one, $\sum_j p_jd_j=m-m=0$. The linear terms in the imaginary part of $w$ can therefore be subtracted without changing it:

$$\operatorname{Im}w(t)=\sum_jp_j\sin(td_j)=\sum_jp_j\bigl(\sin(td_j)-td_j\bigr).$$

For each $j$, $(\sin(td_j)-td_j)/t^3\to-d_j^3/6$. Summing over the finitely many $j$ gives

$$\frac{\operatorname{Im}w(t)}{t^3}\longrightarrow-\frac{k_3}{6}.$$

Next, pass from the imaginary part to the phase. As $t\to0$, $w(t)\to\sum_jp_j=1$, so the real part of $w$ is eventually positive and

$$\arg w=\arcsin u,\qquad u=\frac{\operatorname{Im}w}{|w|}.$$

Here $|w|\to1$ and $u\to0$. Near zero, $\arcsin u$ is $u$ times a factor that tends to one, so $\arg w(t)/t^3$ also tends to $-k_3/6$.

It remains to put the common phase back. Both $tm$ and $\arg w(t)$ tend to zero, so for small $t$ their sum lies in $(-\pi,\pi]$, where the principal argument takes its values. Hence $\arg z=tm+\arg w$ with no extra multiple of $2\pi$, and

$$L^2(X(L)-m)=\frac{(2\pi)^2}{t^2}\cdot\frac{\arg w(t)}{t}=(2\pi)^2\,\frac{\arg w(t)}{t^3}\longrightarrow-\frac{(2\pi)^2k_3}{6}.$$

Two consequences follow. First, let $\varepsilon(L)=L^2(X(L)-m)$. Then

$$L^2\left(\frac{4X(2L)-X(L)}3-m\right)=\frac{\varepsilon(2L)-\varepsilon(L)}3\longrightarrow0,$$

because both terms have the same limit. Combining two cell lengths in this way removes the $1/L^2$ error.

Second, put weight $1-q$ at $0$ and weight $q$ at $a$. The mean is $qa$, and

$$k_3=(1-q)(-qa)^3+q\bigl((1-q)a\bigr)^3=q(1-q)(1-2q)a^3.$$

For $a>0$ and $0<q<\tfrac12$ this is positive, so in large cells $X(L)$ lies below the mean, towards the heavier site.

## Sites, weights and the limit in `position_error_limit`

The sites are labelled by a finite type `ι`. The functions `p` and `x` give each site a real weight and a real position. `twist p x t` is $z(t)$, and `position p x L` is $X(L)$, built on Mathlib's principal argument with values in $(-\pi,\pi]$. `mean` and `thirdCentral` are $m$ and $k_3$.

In words, `position_error_limit` says that if the weights sum to one (`hp`), then $L^2(X(L)-m)$ tends to $-(2\pi)^2k_3/6$ as the real number $L$ goes to infinity. That limit is written `atTop`; the notation `𝓝[>] 0` in the lemmas means that $t$ approaches zero from above. The hypothesis `hp` stands for the normalisation of the electron's probability distribution. Non-negative weights are not required, so probabilities are a special case.

The sign in the exponent is positive, and the result is a length with no charge factor. The origin is arbitrary but fixed, since neither the positions nor the weights depend on $L$.

That last point is the main idealisation. In a real calculation the electronic state can itself change with the cell, and this adds size effects that the theorem does not describe. Continuous densities and many-electron determinants are not treated, and no electric field appears. The theorem gives a limit, with no error bound at a given $L$. Simulations that read the polarisation from a single-point phase use a many-electron version of this average; the theorem covers only one particle with a fixed discrete distribution.

`extrapolated_position` and `two_site_error` state the two consequences above. In the latter, `![1 - q, q]` and `![0, a]` list the weights and positions, and `q` and `a` may be any real numbers.

```lean
import Mathlib

open Filter Topology

namespace BerryPhasePosition

noncomputable section

variable {ι : Type*} [Fintype ι]

/-- The twist average `∑ p_j exp(i t x_j)` of weights `p_j` at positions `x_j`. -/
def twist (p x : ι → ℝ) (t : ℝ) : ℂ :=
  ∑ j, (p j : ℂ) * Complex.exp (((t * x j : ℝ) : ℂ) * Complex.I)

/-- The Berry-phase position `(L/2π) arg ∑ p_j exp(2π i x_j/L)` for cell length `L ≠ 0`. -/
def position (p x : ι → ℝ) (L : ℝ) : ℝ :=
  L / (2 * Real.pi) * (twist p x (2 * Real.pi / L)).arg

/-- The mean position `∑ p_j x_j`. -/
def mean (p x : ι → ℝ) : ℝ := ∑ j, p j * x j

/-- The third central moment `∑ p_j (x_j - mean)³`. -/
def thirdCentral (p x : ι → ℝ) : ℝ := ∑ j, p j * (x j - mean p x) ^ 3

/-- A phase `t c` vanishes as `t` decreases to zero. -/
theorem phase_tendsto_zero (c : ℝ) : Tendsto (fun t : ℝ => t * c) (𝓝[>] 0) (𝓝 0) := by
  have h := (continuous_mul_const c).tendsto 0
  rw [zero_mul] at h
  exact h.mono_left nhdsWithin_le_nhds

/-- The leading deviation of `sin (t d)` from `t d` is `-(t d)³/6` as `t` decreases to zero. -/
theorem sine_cubic (d : ℝ) :
    Tendsto (fun t : ℝ => (Real.sin (t * d) - t * d) / t ^ 3) (𝓝[>] 0) (𝓝 (-d ^ 3 / 6)) := by
  have hc := (phase_tendsto_zero d).abs
  rw [abs_zero] at hc
  rw [tendsto_iff_norm_sub_tendsto_zero]
  refine squeeze_zero' (Eventually.of_forall fun t => norm_nonneg _) ?_
    (phase_tendsto_zero (d ^ 4))
  filter_upwards [hc.eventually_le_const one_pos, self_mem_nhdsWithin] with t h1 ht
  have h3 : 0 < t ^ 3 := pow_pos ht 3
  have hs := Real.sin_bound h1
  have h4 : 0 ≤ |t * d| ^ 4 := by positivity
  have e4 : |t * d| ^ 4 = t * d ^ 4 * t ^ 3 := by
    rw [Even.pow_abs (by decide)]
    ring
  have e : (Real.sin (t * d) - t * d) / t ^ 3 - -d ^ 3 / 6
      = (Real.sin (t * d) - (t * d - (t * d) ^ 3 / 6)) / t ^ 3 := by
    rw [eq_div_iff h3.ne', sub_mul, div_mul_cancel₀ _ h3.ne']
    ring
  have h5 : |t * d| ^ 5 ≤ |t * d| ^ 4 := by
    rw [pow_succ]
    exact mul_le_of_le_one_right h4 h1
  rw [e, Real.norm_eq_abs, abs_div, abs_of_pos h3, div_le_iff₀ h3, ← e4]
  linarith

/-- The twist average equals the phase `exp(i t a)` times the twist average of the shifted positions
`x_j - a`. -/
theorem twist_shift (p x : ι → ℝ) (a t : ℝ) :
    twist p x t = Complex.exp (((t * a : ℝ) : ℂ) * Complex.I)
      * twist p (fun j => x j - a) t := by
  unfold twist
  rw [Finset.mul_sum]
  refine Finset.sum_congr rfl fun j _ => ?_
  rw [mul_left_comm, ← Complex.exp_add]
  congr 2
  push_cast
  ring

/-- For weights summing to one, the twist average tends to one as `t` decreases to zero. -/
theorem twist_tendsto_one (p x : ι → ℝ) (hp : ∑ j, p j = 1) :
    Tendsto (twist p x) (𝓝[>] 0) (𝓝 1) := by
  have hc : Continuous (twist p x) := by
    unfold twist
    fun_prop
  have hs : ∑ j, (p j : ℂ) = 1 := by exact_mod_cast hp
  have h0 : twist p x 0 = 1 := by simpa [twist] using hs
  exact h0 ▸ (hc.tendsto 0).mono_left nhdsWithin_le_nhds

/-- If the first moment vanishes, the imaginary part of the twist average divided by `t³`
tends to `-(∑ p_j x_j³)/6` as `t` decreases to zero. -/
theorem im_twist_cubic (p x : ι → ℝ) (hx : ∑ j, p j * x j = 0) :
    Tendsto (fun t => (twist p x t).im / t ^ 3) (𝓝[>] 0)
      (𝓝 (-(∑ j, p j * x j ^ 3) / 6)) := by
  have h := tendsto_finsetSum Finset.univ
    fun j _ => (sine_cubic (x j)).const_mul (p j)
  have e2 : ∑ j, p j * (-x j ^ 3 / 6) = -(∑ j, p j * x j ^ 3) / 6 := by
    rw [← Finset.sum_neg_distrib, Finset.sum_div]
    exact Finset.sum_congr rfl fun j _ => by ring
  rw [e2] at h
  refine h.congr fun t => ?_
  have him : (twist p x t).im = ∑ j, p j * Real.sin (t * x j) := by
    unfold twist
    rw [Complex.im_sum]
    refine Finset.sum_congr rfl fun j _ => ?_
    rw [Complex.im_ofReal_mul, Complex.exp_ofReal_mul_I_im]
  -- the linear terms cancel because the first moment vanishes
  have e : ∑ j, p j * (t * x j) = 0 := by
    simp only [mul_left_comm _ t, ← Finset.mul_sum, hx, mul_zero]
  have e3 : ∑ j, p j * Real.sin (t * x j) = ∑ j, p j * (Real.sin (t * x j) - t * x j) := by
    simp only [mul_sub, Finset.sum_sub_distrib, e, sub_zero]
  rw [him, e3, Finset.sum_div]
  exact Finset.sum_congr rfl fun j _ => by ring

/-- For weights summing to one with vanishing first moment, the phase of the twist average
divided by `t³` tends to `-(∑ p_j x_j³)/6` as `t` decreases to zero. -/
theorem arg_twist_cubic (p x : ι → ℝ) (hp : ∑ j, p j = 1) (hx : ∑ j, p j * x j = 0) :
    Tendsto (fun t => (twist p x t).arg / t ^ 3) (𝓝[>] 0)
      (𝓝 (-(∑ j, p j * x j ^ 3) / 6)) := by
  have hw := twist_tendsto_one p x hp
  have hn := hw.norm
  rw [norm_one] at hn
  have hre := (Complex.continuous_re.tendsto 1).comp hw
  rw [Complex.one_re] at hre
  have hu := ((Complex.continuous_im.tendsto 1).comp hw).div hn one_ne_zero
  rw [Complex.one_im, zero_div] at hu
  -- near zero the arcsine is its argument times a factor tending to one
  have hder : HasDerivAt Real.arcsin 1 0 := by
    simpa using Real.hasDerivAt_arcsin (x := 0) (by norm_num) (by norm_num)
  have hd := continuousAt_dslope_same.2 hder.differentiableAt
  rw [ContinuousAt, dslope_same, hder.deriv] at hd
  have h3 := ((im_twist_cubic p x hx).div hn one_ne_zero).mul (hd.comp hu)
  rw [div_one, mul_one] at h3
  refine h3.congr' ?_
  filter_upwards [hre.eventually_const_lt one_pos] with t ht
  show (twist p x t).im / t ^ 3 / ‖twist p x t‖
    * dslope Real.arcsin 0 ((twist p x t).im / ‖twist p x t‖) = (twist p x t).arg / t ^ 3
  have hs := sub_smul_dslope Real.arcsin 0 ((twist p x t).im / ‖twist p x t‖)
  simp only [sub_zero, Real.arcsin_zero, smul_eq_mul] at hs
  rw [Complex.arg_of_re_nonneg (le_of_lt ht), ← hs]
  ring

/-- For real weights summing to one, `L² (X(L) - mean)` tends to `-(2π)² k₃/6` as `L` grows,
with `X(L)` the Berry-phase position and `k₃` the third central moment. -/
theorem position_error_limit (p x : ι → ℝ) (hp : ∑ j, p j = 1) :
    Tendsto (fun L => L ^ 2 * (position p x L - mean p x)) atTop
      (𝓝 (-(2 * Real.pi) ^ 2 * thirdCentral p x / 6)) := by
  have hy : ∑ j, p j * (x j - mean p x) = 0 := by
    simp only [mul_sub, Finset.sum_sub_distrib, ← Finset.sum_mul, hp, one_mul]
    exact sub_self _
  have hw := twist_tendsto_one p (fun j => x j - mean p x) hp
  have hsum := (phase_tendsto_zero (mean p x)).add
    ((Complex.continuousAt_arg Complex.one_mem_slitPlane).tendsto.comp hw)
  rw [Complex.arg_one, add_zero] at hsum
  have hmem := hsum.eventually (Ioc_mem_nhds (neg_lt_zero.2 Real.pi_pos) Real.pi_pos)
  have ht : Tendsto (fun L : ℝ => 2 * Real.pi / L) atTop (𝓝[>] 0) := by
    refine tendsto_nhdsWithin_iff.2 ⟨tendsto_const_nhds.div_atTop tendsto_id, ?_⟩
    filter_upwards [eventually_gt_atTop 0] with L hL
    exact div_pos Real.two_pi_pos hL
  have hmain := ((arg_twist_cubic p _ hp hy).comp ht).const_mul ((2 * Real.pi) ^ 2)
  rw [show (2 * Real.pi) ^ 2 * (-(∑ j, p j * (x j - mean p x) ^ 3) / 6)
    = -(2 * Real.pi) ^ 2 * thirdCentral p x / 6 by unfold thirdCentral; ring] at hmain
  refine hmain.congr' ?_
  filter_upwards [ht.eventually hmem, ht.eventually (hw.eventually_ne one_ne_zero),
    eventually_gt_atTop 0] with L hL hz hpos
  show (2 * Real.pi) ^ 2 * ((twist p (fun j => x j - mean p x) (2 * Real.pi / L)).arg
    / (2 * Real.pi / L) ^ 3) = L ^ 2 * (position p x L - mean p x)
  unfold position
  rw [twist_shift p x (mean p x)]
  change 2 * Real.pi / L * mean p x
    + (twist p (fun j => x j - mean p x) (2 * Real.pi / L)).arg
      ∈ Set.Ioc (-Real.pi) Real.pi at hL
  change twist p (fun j => x j - mean p x) (2 * Real.pi / L) ≠ 0 at hz
  generalize twist p (fun j => x j - mean p x) (2 * Real.pi / L) = z at hL hz ⊢
  -- no branch cut is crossed, so the phases add
  have key : (Complex.exp (((2 * Real.pi / L * mean p x : ℝ) : ℂ) * Complex.I) * z).arg
      = 2 * Real.pi / L * mean p x + z.arg := by
    rw [← Complex.arg_mul_cos_add_sin_mul_I (norm_pos_iff.2 hz) hL, ← Complex.exp_mul_I,
      Complex.ofReal_add, add_mul, Complex.exp_add, mul_left_comm,
      Complex.norm_mul_exp_arg_mul_I]
  rw [key]
  have hpi := Real.pi_ne_zero
  have h1 : L / (2 * Real.pi) * (2 * Real.pi / L) = 1 := by field_simp
  have h2 : (2 * Real.pi) ^ 2 * (z.arg / (2 * Real.pi / L) ^ 3)
      = L ^ 2 * (L / (2 * Real.pi) * z.arg) := by field_simp
  linear_combination h2 - L ^ 2 * mean p x * h1

/-- For weights summing to one, the combination `(4 X(2L) - X(L))/3` of two cell lengths
approaches the mean position faster than `1/L²`. -/
theorem extrapolated_position (p x : ι → ℝ) (hp : ∑ j, p j = 1) :
    Tendsto (fun L => L ^ 2 * ((4 * position p x (2 * L) - position p x L) / 3 - mean p x))
      atTop (𝓝 0) := by
  have h := position_error_limit p x hp
  have h2L : Tendsto (fun L : ℝ => 2 * L) atTop atTop := tendsto_id.const_mul_atTop two_pos
  have h3 := ((h.comp h2L).sub h).div_const 3
  rw [sub_self, zero_div] at h3
  refine h3.congr fun L => ?_
  show ((2 * L) ^ 2 * (position p x (2 * L) - mean p x)
    - L ^ 2 * (position p x L - mean p x)) / 3 = _
  ring

/-- For weights `1 - q` at `0` and `q` at `a`, the limit of `L² (X(L) - mean)` is
`-(2π)² q (1 - q) (1 - 2q) a³/6`. -/
theorem two_site_error (q a : ℝ) :
    Tendsto (fun L => L ^ 2 * (position ![1 - q, q] ![0, a] L - mean ![1 - q, q] ![0, a]))
      atTop (𝓝 (-(2 * Real.pi) ^ 2 * (q * (1 - q) * (1 - 2 * q) * a ^ 3) / 6)) := by
  have hk : thirdCentral ![1 - q, q] ![0, a] = q * (1 - q) * (1 - 2 * q) * a ^ 3 := by
    simp [thirdCentral, mean, Fin.sum_univ_two]
    ring
  rw [← hk]
  exact position_error_limit _ _ (by simp [Fin.sum_univ_two])

end

end BerryPhasePosition
```

```lean
#print axioms BerryPhasePosition.position_error_limit
#print axioms BerryPhasePosition.extrapolated_position
#print axioms BerryPhasePosition.two_site_error
```

```
'BerryPhasePosition.position_error_limit' depends on axioms: [propext, Classical.choice, Quot.sound]
'BerryPhasePosition.extrapolated_position' depends on axioms: [propext, Classical.choice, Quot.sound]
'BerryPhasePosition.two_site_error' depends on axioms: [propext, Classical.choice, Quot.sound]
```

## From the sine bound to the sum of phases

`sine_cubic` proves the limit for one site. For $|td|\le1$, Mathlib's `Real.sin_bound` controls the difference between $\sin(td)$ and its cubic Taylor polynomial. The proof weakens this to a bound by $|td|^4$, which after division by $t^3$ is $t\,d^4$. This tends to zero, and `squeeze_zero'` finishes the argument.

`im_twist_cubic` sums these limits with the weights. Its equation `e` is the cancellation of the linear terms, and it uses the hypothesis that the first moment vanishes.

`arg_twist_cubic` passes to the phase. `twist_tendsto_one` supplies $w\to1$ by continuity, and `Complex.arg_of_re_nonneg` turns the argument into an arcsine once the real part is positive. The factor between $\arcsin u$ and $u$ is `dslope Real.arcsin 0`: the slope of the arcsine measured from zero, with the derivative $1$ as its value at zero itself. This avoids a separate case for $u=0$, which does occur, for instance when all the weight is on one site.

The main theorem applies this lemma to the positions `x j - mean p x`, whose first moment vanishes by `hy`. The factorisation $z=e^{itm}w$ is `twist_shift`. The branch cut is handled by `hmem`, which says that $tm+\arg w$ eventually lies in $(-\pi,\pi]$. Together with $w\ne0$, this lets `key` write the product in polar form and conclude that the phases add. The limit `ht` carries everything from $t\to0$ to $L\to\infty$, and the closing `linear_combination` is the algebra of substituting $t=2\pi/L$.

For `extrapolated_position`, the main limit is taken along $2L$ and along $L$, and the two are subtracted. For `two_site_error`, the third central moment is computed explicitly and inserted into the main theorem.

## The modulus gives the variance

The same shift of origin also yields the spread of the distribution. Let $k_2=\sum_jp_jd_j^2$ be the variance. The real part of $w$ is $1-t^2k_2/2+O(t^4)$ and the imaginary part is $O(t^3)$, so $|z|^2=|w|^2=1-t^2k_2+O(t^4)$. Taking the logarithm and setting $t=2\pi/L$ gives

$$-\left(\frac{L}{2\pi}\right)^2\ln|z|^2\longrightarrow k_2.$$

The phase thus locates the electron and the modulus measures how widely it is spread. This limit for the modulus is derived here by hand only and has no theorem in the file.
